# Reversing the SP2 branch rule sends all fractional occupations to 0 or all to 1

Let finitely many occupations $x_i$ lie strictly between 0 and 1, and let $N$ be a real target for their sum. At each step, square every occupation if the sum is below $N$, and replace every $x_i$ by $2x_i-x_i^2$ otherwise. If the initial sum is below $N$, all occupations tend to 0; if it is at least $N$, all tend to 1. Correspondingly, a Hermitian density matrix with eigenvalues strictly between 0 and 1 tends to the zero matrix or to the identity.

This is the SP2 purification rule with its two branches exchanged. The correct rule squares when the sum is too large, which lowers it, and applies $2x-x^2$ when the sum is too small, which raises it. For SP2 in exact arithmetic and an orthonormal basis, the result shows what a swapped comparison does. Both limits are idempotent, so a test of $P^2=P$ alone would not reveal the error, whereas the trace would.

## The first branch chosen is kept forever

Write $x_i^{(k)}$ for the occupations after $k$ steps, with $x_i^{(0)}=x_i$.

Suppose first that $\sum_i x_i<N$. If the first $k$ steps were all squarings, then $x_i^{(k)}=x_i^{2^k}$. Since $0<x_i<1$ and $2^k\ge 1$, we have $x_i^{2^k}\le x_i$, and therefore

$$\sum_i x_i^{(k)}\le\sum_i x_i<N .$$

The next step is again a squaring and gives $(x_i^{2^k})^2=x_i^{2^{k+1}}$. By induction the formula holds for every $k$.

Suppose instead that $\sum_i x_i\ge N$. The identity

$$2x-x^2=1-(1-x)^2$$

shows that the second polynomial squares the vacancy $1-x$. If it was used in the first $k$ steps, then $x_i^{(k)}=1-(1-x_i)^{2^k}$. Because $(1-x_i)^{2^k}\le 1-x_i$, each occupation is still at least $x_i$, so the sum is still at least $N$. The second branch is chosen again and squares the vacancy once more.

For $0\le q<1$ the powers $q^m$ tend to 0 as $m\to\infty$, and $2^k\to\infty$, so $q^{2^k}\to0$. Taking $q=x_i$ gives the limit 0 in the first case; taking $q=1-x_i$ gives the limit 1 in the second.

With $n$ levels, each holding at most one electron, the electron number $\sum_i x_i^{(k)}$ therefore tends to 0 or to $n$. If $0<N<n$, neither value is $N$, and since limits are unique the electron number does not converge to the target.

## The same argument for a density matrix

Diagonalise $P=U\,\mathrm{diag}(x)\,V$ with $U$ unitary and $V=U^\dagger$, so that $VU=UV=1$. Then

$$P^2=U\,\mathrm{diag}(x)\,VU\,\mathrm{diag}(x)\,V=U\,\mathrm{diag}(x^2)\,V,$$

$$2P-P^2=U\,\mathrm{diag}(2x-x^2)\,V,\qquad \mathrm{tr}\,P=\mathrm{tr}\big(VU\,\mathrm{diag}(x)\big)=\sum_i x_i .$$

The matrix step thus selects the same branch as the occupation step and leaves $U$ and $V$ unchanged. After $k$ steps the matrix is $U\,\mathrm{diag}(x^{(k)})\,V$. This expression is continuous in the occupations, so it tends to $U\,0\,V=0$ or to $U\,1\,V=UV=1$.

## Two levels, one level

Take two levels and $N=1$. From $(0.6,\,0.3)$, with sum $0.9$, the reversed rule squares:

$$(0.6,\,0.3)\to(0.36,\,0.09)\to(0.1296,\,0.0081),$$

and the sums are $0.9$, $0.45$, $0.1377$. From $(0.8,\,0.3)$, with sum $1.1$, it takes the other branch:

$$(0.8,\,0.3)\to(0.96,\,0.51)\to(0.9984,\,0.7599),$$

with sums $1.1$, $1.47$, $1.7583$. In each case the electron number moves away from 1.

For a single level with $0<N<1$, the first comparison of $x$ with $N$ decides the limit: $x<N$ leads to 0 and $x\ge N$ leads to 1. At the limiting target $N=1$, every $x$ in $(0,1)$ is below the target and goes to 0.

## Occupations and matrices in Lean

The levels are indexed by a finite type `ι`, whose number of elements is $n$.

```lean
import Mathlib

open Filter Topology Matrix

namespace ReversedSP2

noncomputable section

variable {ι : Type*} [Fintype ι]
```

An occupation vector is a function `x : ι → ℝ`. The target `N` is any real number, not necessarily an integer. Equality of sum and target belongs to the second branch.

```lean
/-- One step of the reversed SP2 rule on occupations: square all of them when their sum is
below the target `N`, and apply `2x - x²` otherwise. -/
def revStep (N : ℝ) (x : ι → ℝ) : ι → ℝ :=
  if ∑ i, x i < N then fun i => x i ^ 2 else fun i => 2 * x i - x i ^ 2
```

The matrix step acts on complex matrices. It branches on the real part of the trace, because a general complex matrix has a complex trace; for a Hermitian matrix nothing is lost. The product `P ^ 2` contains no overlap matrix, which corresponds to an orthonormal basis.

```lean
/-- One step of the reversed SP2 rule on a complex matrix, with the branch chosen by the real part
of its trace. -/
def revMatrixStep [DecidableEq ι] (N : ℝ) (P : Matrix ι ι ℂ) : Matrix ι ι ℂ :=
  if P.trace.re < N then P ^ 2 else (2 : ℂ) • P - P ^ 2
```

The next definition forms the product $U\,\mathrm{diag}(x)\,V$. It places no condition on `U` and `V`; the relations between them enter later as hypotheses.

```lean
/-- The matrix `U diag(x) V`, for any square matrices `U`, `V` and real vector `x`. -/
def assemble [DecidableEq ι] (U V : Matrix ι ι ℂ) (x : ι → ℝ) : Matrix ι ι ℂ :=
  U * diagonal (fun i => (x i : ℂ)) * V
```

## Closed forms for the iterates

The notation `(revStep N)^[k] x` means $k$ applications of the step to `x`, and `x i ^ 2 ^ k` is $x_i^{2^k}$. Both closed forms allow the endpoints 0 and 1; strict inequalities are needed only for the limits.

The proof below is the induction by hand. The statement `hs` says that the sum is still below `N`, by `pow_le_of_le_one` applied to each term. It selects the squaring branch, and the exponents are then combined.

```lean
/-- For occupations in `[0,1]` whose sum is below the target, `k` steps raise every occupation to
the power `2^k`. -/
theorem iterate_below {N : ℝ} {x : ι → ℝ} (hx : ∀ i, 0 ≤ x i ∧ x i ≤ 1)
    (h : ∑ i, x i < N) (k : ℕ) :
    (revStep N)^[k] x = fun i => x i ^ 2 ^ k := by
  induction k with
  | zero => simp
  | succ k ih =>
    -- the sum has not grown, so the squaring branch is chosen again
    have hs : ∑ i, x i ^ 2 ^ k < N :=
      lt_of_le_of_lt (Finset.sum_le_sum fun i _ =>
        pow_le_of_le_one (hx i).1 (hx i).2 (by positivity)) h
    rw [Function.iterate_succ_apply', ih]
    simp only [revStep, if_pos hs]
    funext i
    show (x i ^ 2 ^ k) ^ 2 = x i ^ 2 ^ (k + 1)
    rw [← pow_mul, ← pow_succ]
```

Above the target, the same inequality is applied to the vacancy $1-x_i$. After the branch has been selected, the vacancy power is named `q`, and `ring` verifies $2(1-q)-(1-q)^2=1-q^2$.

```lean
/-- For occupations in `[0,1]` whose sum is at or above the target, `k` steps raise every vacancy `1
- x` to the power `2^k`. -/
theorem iterate_above {N : ℝ} {x : ι → ℝ} (hx : ∀ i, 0 ≤ x i ∧ x i ≤ 1)
    (h : N ≤ ∑ i, x i) (k : ℕ) :
    (revStep N)^[k] x = fun i => 1 - (1 - x i) ^ 2 ^ k := by
  induction k with
  | zero => simp
  | succ k ih =>
    -- the sum has not dropped, so the second branch is chosen again
    have hs : ¬ ∑ i, (1 - (1 - x i) ^ 2 ^ k) < N := by
      refine not_lt.mpr (h.trans (Finset.sum_le_sum fun i _ => ?_))
      have h1 : (1 - x i) ^ 2 ^ k ≤ 1 - x i :=
        pow_le_of_le_one (by linarith [(hx i).2]) (by linarith [(hx i).1]) (by positivity)
      linarith
    rw [Function.iterate_succ_apply', ih]
    simp only [revStep, if_neg hs]
    funext i
    show 2 * (1 - (1 - x i) ^ 2 ^ k) - (1 - (1 - x i) ^ 2 ^ k) ^ 2
      = 1 - (1 - x i) ^ 2 ^ (k + 1)
    rw [pow_succ (2 : ℕ) k, pow_mul]
    generalize (1 - x i) ^ 2 ^ k = q
    ring
```

## Limits of the occupations

The convergence $q^{2^k}\to0$ is obtained by composing $q^m\to0$ with $2^k\to\infty$, the latter following from $k<2^k$.

```lean
/-- Repeated squaring sends a number in `[0,1)` to zero. -/
theorem tendsto_repeated_square {q : ℝ} (h0 : 0 ≤ q) (h1 : q < 1) :
    Tendsto (fun k : ℕ => q ^ 2 ^ k) atTop (𝓝 0) := by
  have hk : Tendsto (fun k : ℕ => 2 ^ k) atTop (atTop : Filter ℕ) :=
    tendsto_atTop_mono (fun k => Nat.lt_two_pow_self.le) tendsto_id
  exact (tendsto_pow_atTop_nhds_zero_of_lt_one h0 h1).comp hk
```

`Tendsto … atTop (𝓝 0)` is convergence to 0 as the number of steps grows. The theorem has two implications, one for each side of the target, and together they cover every initial sum. Each proof substitutes the closed form and applies the preceding lemma, to $x_i$ in the first case and to $1-x_i$ in the second.

```lean
/-- Under the reversed rule, occupations strictly between 0 and 1 all tend to 0 if their
initial sum is below the target, and all tend to 1 otherwise. -/
theorem reversed_rule_limits (N : ℝ) {x : ι → ℝ} (hx : ∀ i, 0 < x i ∧ x i < 1) :
    (∑ i, x i < N → ∀ i, Tendsto (fun k => (revStep N)^[k] x i) atTop (𝓝 0)) ∧
    (N ≤ ∑ i, x i → ∀ i, Tendsto (fun k => (revStep N)^[k] x i) atTop (𝓝 1)) := by
  have hx' : ∀ i, 0 ≤ x i ∧ x i ≤ 1 := fun i => ⟨(hx i).1.le, (hx i).2.le⟩
  constructor
  · intro h i
    simp only [iterate_below hx' h]
    exact tendsto_repeated_square (hx i).1.le (hx i).2
  · intro h i
    simp only [iterate_above hx' h]
    have hq := tendsto_repeated_square (q := 1 - x i)
      (by linarith [(hx i).2]) (by linarith [(hx i).1])
    simpa using hq.const_sub 1
```

For the electron number, the proof assumes convergence to `N` and splits on the initial sum. Adding the finitely many limits gives 0 or `Fintype.card ι`, and uniqueness of limits equates this value with `N`, contradicting `hN` or `hn`.

```lean
/-- For initial occupations strictly between 0 and 1 and a target strictly between 0 and the number
of levels, the electron number produced by the reversed rule does not converge to the target. -/
theorem electron_number_misses_target {N : ℝ} {x : ι → ℝ} (hx : ∀ i, 0 < x i ∧ x i < 1)
    (hN : 0 < N) (hn : N < Fintype.card ι) :
    ¬ Tendsto (fun k => ∑ i, (revStep N)^[k] x i) atTop (𝓝 N) := by
  intro ht
  rcases lt_or_ge (∑ i, x i) N with h | h
  · have hl := tendsto_nhds_unique ht
      (tendsto_finsetSum Finset.univ fun i _ => (reversed_rule_limits N hx).1 h i)
    simp at hl
    linarith
  · have hl := tendsto_nhds_unique ht
      (tendsto_finsetSum Finset.univ fun i _ => (reversed_rule_limits N hx).2 h i)
    simp at hl
    linarith
```

## Carrying the limits to the density matrix

The trace identity uses cyclicity to bring `V` next to `U`, where `hVU` removes them.

```lean
variable [DecidableEq ι]

/-- If `V U = 1`, the real part of the trace of `U diag(x) V` is the sum of the `x i`. -/
theorem trace_assemble {U V : Matrix ι ι ℂ} (hVU : V * U = 1) (x : ι → ℝ) :
    (assemble U V x).trace.re = ∑ i, x i := by
  unfold assemble
  rw [Matrix.trace_mul_comm, ← mul_assoc, hVU, one_mul, Matrix.trace_diagonal, Complex.re_sum]
  simp
```

The next lemma states that the matrix step on `assemble U V x` is the occupation step on `x`. Inside it, `hsq` is the computation of $P^2$ above, with $VU$ cancelling in the middle. The trace identity makes the two branch conditions agree, and `split_ifs` treats the branches separately. Only `V * U = 1` is required, so unitarity plays no part at this stage.

```lean
/-- If `V U = 1`, the matrix step on `U diag(x) V` is the occupation step on `x`. -/
theorem revMatrixStep_assemble {U V : Matrix ι ι ℂ} (hVU : V * U = 1) (N : ℝ) (x : ι → ℝ) :
    revMatrixStep N (assemble U V x) = assemble U V (revStep N x) := by
  have hsq : assemble U V x ^ 2 = assemble U V (fun i => x i ^ 2) := by
    unfold assemble
    have hd : diagonal (fun i => ((x i ^ 2 : ℝ) : ℂ))
        = diagonal (fun i => (x i : ℂ)) * diagonal (fun i => (x i : ℂ)) := by
      rw [Matrix.diagonal_mul_diagonal]
      congr 1
      funext i
      push_cast
      ring
    rw [hd]
    generalize diagonal (fun i => (x i : ℂ)) = D
    calc (U * D * V) ^ 2 = U * D * (V * U) * D * V := by simp only [pow_two, mul_assoc]
      _ = U * (D * D) * V := by rw [hVU, mul_one, mul_assoc U D D]
  unfold revMatrixStep revStep
  rw [trace_assemble hVU, hsq]
  split_ifs with h
  · rfl
  · have hd : diagonal (fun i => ((2 * x i - x i ^ 2 : ℝ) : ℂ))
        = (2 : ℂ) • diagonal (fun i => (x i : ℂ)) - diagonal (fun i => ((x i ^ 2 : ℝ) : ℂ)) := by
      ext i j
      by_cases hij : i = j
      · subst hij
        simp
      · simp [hij]
    unfold assemble
    rw [hd, Matrix.mul_sub, Matrix.sub_mul, Matrix.mul_smul, Matrix.smul_mul]
```

In the final theorem, `hP` states that `P` is Hermitian and `hocc` that its eigenvalues lie strictly between 0 and 1. The latter is an assumption on the starting matrix. In SP2 the start is usually a shifted and scaled Hamiltonian, and the assumption then means that the spectral bounds used for the scaling lie strictly outside the spectrum. An eigenvalue exactly 0 or 1 would be a fixed point of both polynomials.

The spectral theorem supplies `U` and `V`. The statement `hit` repeats the one-step lemma $k$ times, and `hc` is the continuity of `assemble U V`. Applied to the occupation limits, continuity gives the matrix limits, with `h0` and `h1` identifying them as the zero matrix and the identity. Convergence of matrices here is entrywise, which in finite dimension agrees with convergence in any norm.

```lean
/-- Under the reversed rule, a Hermitian density matrix with eigenvalues strictly between 0 and 1
tends to the zero matrix if its trace is below the target, and to the identity otherwise. -/
theorem reversed_matrix_limits (N : ℝ) {P : Matrix ι ι ℂ} (hP : P.IsHermitian)
    (hocc : ∀ i, 0 < hP.eigenvalues i ∧ hP.eigenvalues i < 1) :
    (P.trace.re < N → Tendsto (fun k => (revMatrixStep N)^[k] P) atTop (𝓝 0)) ∧
    (N ≤ P.trace.re → Tendsto (fun k => (revMatrixStep N)^[k] P) atTop (𝓝 1)) := by
  -- diagonalise the density matrix
  obtain ⟨U, V, hVU, hUV, h⟩ : ∃ U V : Matrix ι ι ℂ, V * U = 1 ∧ U * V = 1 ∧
      P = assemble U V hP.eigenvalues := by
    have hs := hP.spectral_theorem
    rw [Unitary.conjStarAlgAut_apply] at hs
    exact ⟨hP.eigenvectorUnitary, star (hP.eigenvectorUnitary : Matrix ι ι ℂ),
      Unitary.coe_star_mul_self _, Unitary.coe_mul_star_self _, hs⟩
  generalize hP.eigenvalues = x at hocc h
  subst h
  have hit : ∀ k, (revMatrixStep N)^[k] (assemble U V x)
      = assemble U V ((revStep N)^[k] x) := by
    intro k
    induction k with
    | zero => rfl
    | succ k ih =>
      rw [Function.iterate_succ_apply', ih, revMatrixStep_assemble hVU,
        Function.iterate_succ_apply']
  have hc : Continuous (assemble U V) :=
    (continuous_const.matrix_mul (Continuous.matrix_diagonal (continuous_pi fun i =>
      Complex.continuous_ofReal.comp (continuous_apply i)))).matrix_mul continuous_const
  have h0 : assemble U V (fun _ => 0) = 0 := by simp [assemble]
  have h1 : assemble U V (fun _ => 1) = 1 := by simp [assemble, hUV]
  -- the limits of the occupations pass to the matrix by continuity
  simp only [hit, trace_assemble hVU]
  constructor
  · intro h
    rw [← h0]
    exact (hc.tendsto _).comp (tendsto_pi_nhds.mpr ((reversed_rule_limits N hocc).1 h))
  · intro h
    rw [← h1]
    exact (hc.tendsto _).comp (tendsto_pi_nhds.mpr ((reversed_rule_limits N hocc).2 h))

end

end ReversedSP2
```

The theorems concern exact iteration at fixed finite size. Rounding is absent from the model, and so is the discarding of small matrix elements on which linear-scaling codes rely.

```lean
#print axioms ReversedSP2.reversed_rule_limits
-- 'ReversedSP2.reversed_rule_limits' depends on axioms: [propext, Classical.choice, Quot.sound]
#print axioms ReversedSP2.electron_number_misses_target
-- 'ReversedSP2.electron_number_misses_target' depends on axioms: [propext, Classical.choice, Quot.sound]
#print axioms ReversedSP2.reversed_matrix_limits
-- 'ReversedSP2.reversed_matrix_limits' depends on axioms: [propext, Classical.choice, Quot.sound]
```
